# Stability ranges of a clean surface and two overlayers when the denser one binds more weakly

Q: After relaxing slabs at a few coverages, I convert the average binding energies into a surface phase diagram. I draw one line per phase against the adsorbate chemical potential and read off which is lowest. For a clean surface, a sparse overlayer and a dense one, where exactly do the boundaries lie?

A: Let the overlayers have coverages \(0<t_1<t_2\), in adsorbates per surface site, and average binding energies \(e_1,e_2\) per adsorbate. Lower \(e\) means stronger binding. At chemical potential \(m\), measured from the same adsorbate reference as the binding energies, the energies per site are

\[
G_0=0,\qquad G_i=t_i(e_i-m)\quad(i=1,2),
\]

where \(G_0\) belongs to the clean surface. Suppose \(e_1<e_2\), so the dense layer binds more weakly, as happens when repulsion between adsorbates raises the average. The boundaries are then \(e_1\) and

\[
m^*=\frac{t_2e_2-t_1e_1}{t_2-t_1}.
\]

The clean surface is strictly lowest exactly for \(m<e_1\), the sparse layer for \(e_1<m<m^*\), and the dense layer for \(m>m^*\).

Q: Why does the second boundary not sit at \(e_2\)? That is where the dense layer becomes stable.

A: At \(e_2\) it becomes stable against the clean surface, but by then the sparse layer is lower still. The difference between the overlayers is

\[
G_2-G_1=t_2e_2-t_1e_1-(t_2-t_1)m=(t_2-t_1)(m^*-m),
\]

so the dense layer is the lower of the two exactly when \(m>m^*\). The value \(m^*\) is the energy cost per *added* adsorbate in going from sparse to dense, whereas \(e_2\) averages over all the adsorbates in the dense layer. Their separation is

\[
m^*-e_2=\frac{t_2e_2-t_1e_1-t_2e_2+t_1e_2}{t_2-t_1}=\frac{t_1(e_2-e_1)}{t_2-t_1}>0.
\]

An overlayer beats the clean surface exactly when \(m>e_i\), because \(t_i>0\). The three ranges follow:

- If \(m<e_1\), then also \(m<e_2\), and both overlayers lie above zero.
- If \(e_1<m<m^*\), the sparse layer lies below zero and below the dense layer.
- If \(m>m^*\), the dense layer lies below the sparse one, and since \(m>m^*>e_2\) it lies below zero too.

Conversely, being strictly lowest forces the stated bounds, through the comparison with the clean surface or with the other overlayer.

Q: Give me numbers.

A: Take \(t_1=1/4\), \(t_2=1/2\), \(e_1=-2.0\) eV and \(e_2=-1.8\) eV. Then \(m^*=(-0.9+0.5)/0.25=-1.6\) eV. At \(m=-1.7\) eV the sparse layer has \(-0.075\) eV per site and the dense one \(-0.05\) eV. The dense layer already beats the clean surface, yet it loses to the sparse layer. At \(m=-1.5\) eV the values are \(-0.125\) and \(-0.15\) eV, and the dense layer wins.

Q: Now the formal version. What does it take a phase to be?

A: A pair of real numbers, coverage and average binding energy, with the energy computed from them.

In Lean 4 with Mathlib:

```lean
import Mathlib

namespace OverlayerPhaseDiagram

noncomputable section

/-- Energy per surface site of an overlayer with coverage `t` and average binding energy `e`
at adsorbate chemical potential `m`. -/
def surfaceEnergy (t e m : ℝ) : ℝ := t * (e - m)
```

The function `surfaceEnergy t e m` is \(t(e-m)\). It fixes the sign convention and the normalisation per site. The numbers \(t\) and \(e\) are inputs: nothing here derives them from a Hamiltonian, and \(e\) does not vary with \(m\). At a fixed temperature you may put vibrational contributions into \(e\), provided that you do so for every phase.

```lean
/-- The chemical potential `(t₂ e₂ - t₁ e₁) / (t₂ - t₁)` assigned to a pair of overlayers. -/
def transitionPotential (t₁ e₁ t₂ e₂ : ℝ) : ℝ := (t₂ * e₂ - t₁ * e₁) / (t₂ - t₁)
```

This is \(m^*\), defined for any pair of overlayers. The theorems that compare a pair assume that the second coverage is the larger, so the denominator is positive.

Q: And the competition itself? I worry that "most stable" has been weakened to "no worse than".

A: It is strict, and it runs over the whole list of three phases.

```lean
/-- The three competing surface phases. -/
inductive Phase
  | clean
  | sparse
  | dense
  deriving DecidableEq

/-- Energy per site of each phase, with the clean surface as zero. -/
def phaseEnergy (t₁ e₁ t₂ e₂ m : ℝ) : Phase → ℝ
  | .clean => 0
  | .sparse => surfaceEnergy t₁ e₁ m
  | .dense => surfaceEnergy t₂ e₂ m

/-- Phase `p` lies strictly below every other phase in energy. -/
def StrictlyMostStable (G : Phase → ℝ) (p : Phase) : Prop := ∀ q, q ≠ p → G p < G q
```

`StrictlyMostStable G p` says that every phase other than `p` has strictly higher energy. At a boundary two phases tie, so neither is strictly most stable there, which is why the ranges are open. A structure missing from the list is not considered. If your true ground state is a third overlayer that you never computed, the theorem cannot warn you.

Q: How does the proof handle the comparison of the two overlayers?

A: It begins with the factorised difference.

```lean
variable {t₁ e₁ t₂ e₂ m : ℝ}

/-- The energy difference of two overlayers is their coverage difference times the distance
of the chemical potential from the transition potential. -/
theorem energy_difference (h : t₁ < t₂) :
    surfaceEnergy t₂ e₂ m - surfaceEnergy t₁ e₁ m =
      (t₂ - t₁) * (transitionPotential t₁ e₁ t₂ e₂ - m) := by
  have hne : t₂ - t₁ ≠ 0 := (sub_pos.2 h).ne'
  have hc : (t₂ - t₁) * ((t₂ * e₂ - t₁ * e₁) / (t₂ - t₁)) = t₂ * e₂ - t₁ * e₁ := by
    field_simp
  unfold surfaceEnergy transitionPotential
  linear_combination -hc
```

The intermediate fact `hc` cancels the denominator in \(m^*\), and `linear_combination` then checks the remaining polynomial identity. The next two lemmas read off the sign.

```lean
/-- The denser overlayer is lower in energy exactly above the transition potential. -/
theorem denser_lt_iff (h : t₁ < t₂) :
    surfaceEnergy t₂ e₂ m < surfaceEnergy t₁ e₁ m ↔ transitionPotential t₁ e₁ t₂ e₂ < m := by
  have d := energy_difference (e₁ := e₁) (e₂ := e₂) (m := m) h
  constructor
  · intro hlt
    by_contra hc
    have := mul_nonneg (sub_pos.2 h).le (sub_nonneg.2 (not_lt.1 hc))
    linarith
  · intro hlt
    have := mul_pos (sub_pos.2 h) (sub_pos.2 hlt)
    linarith

/-- The sparser overlayer is lower in energy exactly below the transition potential. -/
theorem sparser_lt_iff (h : t₁ < t₂) :
    surfaceEnergy t₁ e₁ m < surfaceEnergy t₂ e₂ m ↔ m < transitionPotential t₁ e₁ t₂ e₂ := by
  rw [← sub_pos, energy_difference h, mul_pos_iff_of_pos_left (sub_pos.2 h), sub_pos]
```

For `denser_lt_iff`, one direction argues by contradiction: if \(m\le m^*\), the product \((t_2-t_1)(m^*-m)\) is nonnegative, so the dense layer cannot be lower. The other direction multiplies two positive factors. `sparser_lt_iff` uses the fact that a product with a positive first factor is positive exactly when the second factor is. Neither lemma needs \(e_1<e_2\) or positive coverages; the order \(t_1<t_2\) is enough.

Q: And the comparison with the clean surface, where positivity does matter?

A: It has its own lemma, followed by the inequality \(e_2<m^*\).

```lean
/-- An overlayer is lower in energy than the clean surface exactly when the chemical potential
exceeds its binding energy, and higher exactly when it is below. -/
theorem overlayer_vs_clean {t e : ℝ} (ht : 0 < t) :
    (surfaceEnergy t e m < 0 ↔ e < m) ∧ (0 < surfaceEnergy t e m ↔ m < e) := by
  unfold surfaceEnergy
  refine ⟨⟨fun h => ?_, fun h => ?_⟩, ?_⟩
  · by_contra hc
    have := mul_nonneg ht.le (sub_nonneg.2 (not_lt.1 hc))
    linarith
  · nlinarith [mul_pos ht (sub_pos.2 h)]
  · rw [mul_pos_iff_of_pos_left ht, sub_pos]

/-- If the dense overlayer binds more weakly on average, the transition potential lies above
its average binding energy. -/
theorem dense_binding_lt_transition (h₀ : 0 < t₁) (h : t₁ < t₂) (he : e₁ < e₂) :
    e₂ < transitionPotential t₁ e₁ t₂ e₂ := by
  unfold transitionPotential
  rw [lt_div_iff₀ (sub_pos.2 h)]
  nlinarith [mul_pos h₀ (sub_pos.2 he)]
```

The first gives both signs of \(t(e-m)\) for \(t>0\). The second multiplies \(e_2<m^*\) by \(t_2-t_1\), which reduces it to \(t_1(e_2-e_1)>0\). This is the separation computed above, with the denominator cleared.

Q: Then show me the statement that I would rely on.

A: Here it is, with its three hypotheses \(0<t_1\), \(t_1<t_2\) and \(e_1<e_2\).

```lean
/-- With weaker binding in the dense overlayer, the clean, sparse and dense phases are strictly
most stable exactly below `e₁`, between `e₁` and the transition potential, and above it. -/
theorem phase_diagram (h₀ : 0 < t₁) (h : t₁ < t₂) (he : e₁ < e₂) :
    (StrictlyMostStable (phaseEnergy t₁ e₁ t₂ e₂ m) .clean ↔ m < e₁) ∧
    (StrictlyMostStable (phaseEnergy t₁ e₁ t₂ e₂ m) .sparse ↔
      e₁ < m ∧ m < transitionPotential t₁ e₁ t₂ e₂) ∧
    (StrictlyMostStable (phaseEnergy t₁ e₁ t₂ e₂ m) .dense ↔
      transitionPotential t₁ e₁ t₂ e₂ < m) := by
  have h₂ : 0 < t₂ := h₀.trans h
  refine ⟨⟨fun s => ?_, fun hm q hq => ?_⟩, ⟨fun s => ⟨?_, ?_⟩, fun hm q hq => ?_⟩,
    ⟨fun s => ?_, fun hm q hq => ?_⟩⟩
  · exact (overlayer_vs_clean h₀).2.1 (s .sparse (by decide))
  · cases q with
    | clean => exact absurd rfl hq
    | sparse => exact (overlayer_vs_clean h₀).2.2 hm
    | dense => exact (overlayer_vs_clean h₂).2.2 (hm.trans he)
  · exact (overlayer_vs_clean h₀).1.1 (s .clean (by decide))
  · exact (sparser_lt_iff h).1 (s .dense (by decide))
  · cases q with
    | clean => exact (overlayer_vs_clean h₀).1.2 hm.1
    | sparse => exact absurd rfl hq
    | dense => exact (sparser_lt_iff h).2 hm.2
  · exact (denser_lt_iff h).1 (s .sparse (by decide))
  · cases q with
    -- beating the sparse phase already implies beating the clean surface
    | clean => exact (overlayer_vs_clean h₂).1.2 ((dense_binding_lt_transition h₀ h he).trans hm)
    | sparse => exact (denser_lt_iff h).2 hm
    | dense => exact absurd rfl hq
```

It holds for every real \(m\), and each of the three parts is an equivalence. In the forward directions, the proof applies the stability assumption `s` to the one competitor that yields the desired bound. In the backward directions, it goes through the competitors with `cases q` and proves each inequality. The dense phase against the clean surface is the case that uses \(e_2<m^*<m\).

For electronic structure work, this turns two computed average binding energies into phase boundaries, within a model of three fixed phases and no configurational entropy.

Q: The assumption \(e_1<e_2\) looks convenient. What if my dense layer binds just as strongly, or more strongly?

A: Then the sparse layer is never strictly most stable. The width of its window is

\[
m^*-e_1=\frac{t_2(e_2-e_1)}{t_2-t_1},
\]

which is positive exactly when \(e_1<e_2\). In the limit \(e_2\to e_1\) from above, the window shrinks to the point \(e_1\).

```lean
/-- The sparse phase is strictly most stable at some chemical potential if and only if it binds
more strongly on average than the dense phase. -/
theorem sparse_window_iff (h₀ : 0 < t₁) (h : t₁ < t₂) :
    (∃ m, StrictlyMostStable (phaseEnergy t₁ e₁ t₂ e₂ m) .sparse) ↔ e₁ < e₂ := by
  constructor
  · rintro ⟨m, s⟩
    have a : e₁ < m := (overlayer_vs_clean h₀).1.1 (s .clean (by decide))
    have b : m < transitionPotential t₁ e₁ t₂ e₂ := (sparser_lt_iff h).1 (s .dense (by decide))
    have c := a.trans b
    unfold transitionPotential at c
    rw [lt_div_iff₀ (sub_pos.2 h)] at c
    have c' : t₂ * e₁ < t₂ * e₂ := by linarith
    exact lt_of_mul_lt_mul_left c' (h₀.trans h).le
  · intro he
    -- the dense binding energy itself lies inside the window
    exact ⟨e₂, (phase_diagram h₀ h he).2.1.2 ⟨he, dense_binding_lt_transition h₀ h he⟩⟩
```

For the forward direction, the proof takes some \(m\) in the window, chains \(e_1<m<m^*\), clears the denominator and cancels \(t_2>0\). For the converse it needs a single value of \(m\) inside the window, and \(m=e_2\) serves, since \(e_1<e_2<m^*\).

Q: My real data set has many coverages. Does anything survive there?

A: One general statement concerns the direction of change. Suppose phase \(a\) is lowest at \(m\), phase \(b\) is lowest at \(m'>m\), and ties are allowed. Then

\[
t_a(e_a-m)\le t_b(e_b-m),\qquad t_b(e_b-m')\le t_a(e_a-m').
\]

Adding these cancels the binding energies and leaves \((t_a-t_b)(m'-m)\le0\), hence \(t_a\le t_b\). Raising the chemical potential never lowers the coverage of the most stable phase.

```lean
/-- In any family of phases, the coverage of a lowest-energy phase does not decrease when the
chemical potential is raised. -/
theorem coverage_monotone {ι : Type*} (t e : ι → ℝ) {m m' : ℝ} (hm : m < m') {a b : ι}
    (ha : ∀ j, surfaceEnergy (t a) (e a) m ≤ surfaceEnergy (t j) (e j) m)
    (hb : ∀ j, surfaceEnergy (t b) (e b) m' ≤ surfaceEnergy (t j) (e j) m') :
    t a ≤ t b := by
  have h1 := ha b
  have h2 := hb a
  unfold surfaceEnergy at h1 h2
  by_contra hc
  nlinarith [mul_pos (sub_pos.2 (not_le.1 hc)) (sub_pos.2 hm)]
```

The index type `ι` is arbitrary, so the family may be infinite. The theorem assumes that \(a\) and \(b\) are minimisers and does not claim that minimisers exist. The proof assumes \(t_a>t_b\) and lets `nlinarith` find the contradiction from the two inequalities and the positive product \((t_a-t_b)(m'-m)\).

Q: That gives an ordering, not boundaries. Can I find the boundaries by comparing neighbours only?

A: For the intermediate phases you can, under a condition on the successive transition potentials. Number the phases \(0,\dots,N\) by rising coverage, and let \(\mu_i\) be the transition potential between phases \(i\) and \(i+1\). Then

\[
G_{i+1}-G_i=(t_{i+1}-t_i)(\mu_i-m).
\]

Assume that the \(\mu_i\) never decrease with \(i\), which means that each further step up in coverage costs at least as much per added adsorbate as the one before. If \(\mu_k<m<\mu_{k+1}\), then \(\mu_i>m\) for every \(i\ge k+1\), so the energy rises at every step above phase \(k+1\). Likewise \(\mu_i<m\) for every \(i\le k\), so the energy also rises at every step down from phase \(k+1\). That phase is therefore strictly lowest. Conversely, if it is strictly lowest, comparing it with its two neighbours gives the two bounds.

```lean
/-- In a ladder of phases `0, …, N` with rising coverage and nondecreasing successive transition
potentials, an intermediate phase is strictly lowest in energy exactly between the transition
potentials to its two neighbours. -/
theorem ladder_phase_diagram (t e μ : ℕ → ℝ) (N k : ℕ) (hk : k + 1 < N)
    (ht : ∀ i < N, t i < t (i + 1))
    (hμ : ∀ i, μ i = transitionPotential (t i) (e i) (t (i + 1)) (e (i + 1)))
    (hmono : ∀ i j, i ≤ j → j < N → μ i ≤ μ j) :
    (∀ j ≤ N, j ≠ k + 1 →
      surfaceEnergy (t (k + 1)) (e (k + 1)) m < surfaceEnergy (t j) (e j) m) ↔
      μ k < m ∧ m < μ (k + 1) := by
  constructor
  · intro s
    rw [hμ k, hμ (k + 1)]
    exact ⟨(denser_lt_iff (ht k (by omega))).1 (s k (by omega) (by omega)),
      (sparser_lt_iff (ht (k + 1) hk)).1 (s (k + 1 + 1) (by omega) (by omega))⟩
  · rintro ⟨hlo, hhi⟩
    -- climbing the ladder, every further step costs energy
    have up : ∀ d, k + 1 + d + 1 ≤ N → surfaceEnergy (t (k + 1)) (e (k + 1)) m <
        surfaceEnergy (t (k + 1 + d + 1)) (e (k + 1 + d + 1)) m := by
      intro d
      induction d with
      | zero =>
        intro _
        exact (sparser_lt_iff (ht (k + 1) hk)).2 (by rw [← hμ (k + 1)]; exact hhi)
      | succ d ih =>
        intro hd
        have hstep := hhi.trans_le (hmono (k + 1) (k + 1 + d + 1) (by omega) (by omega))
        rw [hμ] at hstep
        exact (ih (by omega)).trans ((sparser_lt_iff (ht _ (by omega))).2 hstep)
    -- descending the ladder, every further step costs energy as well
    have down : ∀ d j, j + d = k → surfaceEnergy (t (k + 1)) (e (k + 1)) m <
        surfaceEnergy (t j) (e j) m := by
      intro d
      induction d with
      | zero =>
        intro j hj
        obtain rfl : j = k := by omega
        exact (denser_lt_iff (ht j (by omega))).2 (by rw [← hμ j]; exact hlo)
      | succ d ih =>
        intro j hj
        have hstep := (hmono j k (by omega) (by omega)).trans_lt hlo
        rw [hμ] at hstep
        exact (ih (j + 1) (by omega)).trans ((denser_lt_iff (ht j (by omega))).2 hstep)
    intro j hj hne
    rcases Nat.lt_or_gt_of_ne hne with hlt | hgt
    · exact down (k - j) j (by omega)
    · obtain ⟨d, rfl⟩ : ∃ d, j = k + 1 + d + 1 := ⟨j - (k + 2), by omega⟩
      exact up d hj

end

end OverlayerPhaseDiagram
```

The intermediate phase is written `k + 1`, and `hk` ensures that it has a neighbour above. The hypothesis `hmono` carries the ordering of the transition potentials. It is a condition to check on your data, and it can fail: a phase that is unstable against its neighbours breaks the order and has to be removed from the ladder before the theorem applies.

The two inductions follow the argument by hand. `up` starts with the neighbour above and adds one step at a time, using \(m<\mu_{k+1}\le\mu_i\) for each new step. `down` does the same towards lower coverage, using \(\mu_i\le\mu_k<m\). The final lines sort any other phase \(j\) into one of these two groups.

Q: Where is the clean surface in this ladder? The statement doesn't mention it.

A: You can include it as phase \(0\) with \(t_0=0\), since its energy \(0\cdot(e_0-m)\) vanishes whatever value \(e_0\) has. The smallest ladder with an intermediate phase has \(N=2\) and \(k=0\). With the clean surface at the bottom, \(\mu_0=t_1e_1/t_1=e_1\) and \(\mu_1=m^*\), so the sparse window \(e_1<m<m^*\) comes back. The two end phases of a ladder, whatever its length, are not treated by this theorem.

Q: So what should I still worry about in my own diagram?

A: The inputs. An error shared by both binding energies shifts \(m^*\) by the same amount. If \(e_1\) and \(e_2\) carry different errors \(\delta_1\) and \(\delta_2\), then \(m^*\) shifts by \(\delta_2+t_1(\delta_2-\delta_1)/(t_2-t_1)\), so the difference of the errors is strongly amplified when \(t_2-t_1\) is small compared with \(t_1\). Disorder within a layer, and barriers that keep the surface from reaching its lowest phase, are absent from the model as well.

```lean
#print axioms OverlayerPhaseDiagram.overlayer_vs_clean
-- 'OverlayerPhaseDiagram.overlayer_vs_clean' depends on axioms: [propext, Classical.choice, Quot.sound]
#print axioms OverlayerPhaseDiagram.sparse_window_iff
-- 'OverlayerPhaseDiagram.sparse_window_iff' depends on axioms: [propext, Classical.choice, Quot.sound]
#print axioms OverlayerPhaseDiagram.coverage_monotone
-- 'OverlayerPhaseDiagram.coverage_monotone' depends on axioms: [propext, Classical.choice, Quot.sound]
#print axioms OverlayerPhaseDiagram.ladder_phase_diagram
-- 'OverlayerPhaseDiagram.ladder_phase_diagram' depends on axioms: [propext, Classical.choice, Quot.sound]
```
